# The orthogonalisation hole: making a normalised orbital orthogonal to confined core orbitals never raises its weight in the core region

Take two orthonormal basis functions. The first is the only core orbital and spans the core region; the second lies outside. The orbital $(3/5,\,4/5)$ loses its core component and becomes $(0,\,4/5)$, and normalisation turns this into $(0,1)$. The weight in the core region drops from $9/25$ to $0$, while the outside amplitude grows from $4/5$ to $1$. Here the hole means this drop in the total weight inside the core region; the weight on a single basis function there can still rise, as in (j).

## Orbitals, core and region as matrices

Orbitals are complex coefficient vectors in a finite orthonormal basis indexed by `n`. The columns of $C$, indexed by `m`, are the core orbitals. `Cᴴ` is $C^\dagger$, and `*ᵥ` applies a matrix to a vector.

In Lean 4 with Mathlib:

```lean
import Mathlib

open Matrix

namespace OrthogonalisationHole

noncomputable section

variable {n m : Type*} [Fintype n] [Fintype m]
```

`weight v` is the squared norm $\|v\|^2=\sum_i|v_i|^2$.

```lean
/-- The weight of a coefficient vector: its squared Euclidean norm. -/
def weight {ι : Type*} [Fintype ι] (v : ι → ℂ) : ℝ := ∑ i, ‖v i‖ ^ 2
```

`removeCore C v` is $Rv=v-CC^\dagger v$.

```lean
/-- The orbital `φ` with its components along the core orbitals (the columns of `C`) removed. -/
def removeCore (C : Matrix n m ℂ) (φ : n → ℂ) : n → ℂ := φ - C *ᵥ (Cᴴ *ᵥ φ)
```

For an orbital $\varphi$ with core weight $w=\|C^\dagger\varphi\|^2$, `valence C φ` is $\psi=R\varphi/\sqrt{1-w}$.

```lean
/-- The core-orthogonalised orbital, rescaled by `1 / √(1 - w)` with `w` the core weight of `φ`;
its domain is `w < 1`. -/
def valence (C : Matrix n m ℂ) (φ : n → ℂ) : n → ℂ :=
  ((1 / √(1 - weight (Cᴴ *ᵥ φ)) : ℝ) : ℂ) • removeCore C φ
```

The matrix $D$ projects onto the core region: $D^\dagger=D$ and $D^2=D$. This holds when the region is a set of the basis functions, such as the points of a real-space grid that lie in a sphere. For extended basis functions, the matrix of integrals of their products over a sphere is Hermitian but in general not idempotent, and so is not covered here. The core is orthonormal, $C^\dagger C=1$, and confined to the region, $DC=C$. Confinement is assumed, not derived; real core orbitals have small tails. Finally $\|\varphi\|=1$ and $w<1$, so $\varphi$ is not purely core. Each part uses only the conditions it needs.

## (a) Weight as an inner product

Show that $\|v\|^2=v^\dagger v$.

**Solution.** $v^\dagger v=\sum_i\overline{v_i}\,v_i=\sum_i|v_i|^2$.

```lean
/-- The weight is the inner product of a vector with itself. -/
theorem weight_eq {ι : Type*} [Fintype ι] (v : ι → ℂ) :
    ((weight v : ℝ) : ℂ) = star v ⬝ᵥ v := by
  simp [weight, dotProduct, Complex.conj_mul']
```

## (b) Orthogonal vectors

If $x^\dagger y=0$, show that $\|x+y\|^2=\|x\|^2+\|y\|^2$.

**Solution.** Expand $(x+y)^\dagger(x+y)$. The cross terms are $x^\dagger y=0$ and its conjugate $y^\dagger x=0$, which is `h'` in the code.

```lean
/-- Weights of orthogonal vectors add. -/
theorem weight_add_of_orthogonal (x y : n → ℂ) (h : star x ⬝ᵥ y = 0) :
    weight (x + y) = weight x + weight y := by
  have h' : star y ⬝ᵥ x = 0 := by
    have e : star y ⬝ᵥ x = star (star x ⬝ᵥ y) := by
      simp [dotProduct, mul_comm]
    rw [e, h, star_zero]
  apply Complex.ofReal_injective
  rw [Complex.ofReal_add]
  simp only [weight_eq, star_add, add_dotProduct, dotProduct_add, h, h']
  ring
```

## (c) Removing the core

Show that $C^\dagger Rv=0$ and $\|Rv\|^2=\|v\|^2-\|C^\dagger v\|^2$.

**Solution.** First, $C^\dagger Rv=C^\dagger v-(C^\dagger C)C^\dagger v=0$. Hence $(Ca)^\dagger Rv=a^\dagger C^\dagger Rv=0$ for every $a$ (`h2`), and $v=CC^\dagger v+Rv$ is an orthogonal splitting. Apply (b), with $\|Ca\|^2=a^\dagger C^\dagger Ca=\|a\|^2$ (`hiso`) at $a=C^\dagger v$.

```lean
/-- For orthonormal core orbitals, removing the core components leaves a vector orthogonal to
the core and lowers the weight by exactly the core weight. -/
theorem removeCore_spec [DecidableEq m] (C : Matrix n m ℂ) (hC : Cᴴ * C = 1) (v : n → ℂ) :
    Cᴴ *ᵥ removeCore C v = 0 ∧
      weight (removeCore C v) = weight v - weight (Cᴴ *ᵥ v) := by
  have h1 : Cᴴ *ᵥ removeCore C v = 0 := by
    rw [removeCore, Matrix.mulVec_sub, Matrix.mulVec_mulVec (Cᴴ *ᵥ v) Cᴴ C, hC,
      Matrix.one_mulVec, sub_self]
  -- the core orbitals embed coefficient vectors isometrically
  have hiso : ∀ a : m → ℂ, weight (C *ᵥ a) = weight a := by
    intro a
    apply Complex.ofReal_injective
    rw [weight_eq, weight_eq, Matrix.star_mulVec, ← Matrix.dotProduct_mulVec,
      Matrix.mulVec_mulVec, hC, Matrix.one_mulVec]
  have h2 : ∀ a : m → ℂ, star (C *ᵥ a) ⬝ᵥ removeCore C v = 0 := by
    intro a
    rw [Matrix.star_mulVec, ← Matrix.dotProduct_mulVec, h1, dotProduct_zero]
  have h3 := weight_add_of_orthogonal _ _ (h2 (Cᴴ *ᵥ v))
  have h4 : C *ᵥ (Cᴴ *ᵥ v) + removeCore C v = v := by
    unfold removeCore
    abel
  rw [h4, hiso] at h3
  exact ⟨h1, by linarith⟩
```

## (d) Inside and outside

Show that $\|v\|^2=\|Dv\|^2+\|(1-D)v\|^2$.

**Solution.** The two parts sum to $v$, and $(Dv)^\dagger(1-D)v=v^\dagger(D-D^2)v=0$. Apply (b).

```lean
/-- A Hermitian idempotent `D` splits the weight of an orbital into the part inside the core
region and the part outside it. -/
theorem weight_inside_add_outside [DecidableEq n] (D : Matrix n n ℂ) (hD : D.IsHermitian)
    (hDD : D * D = D) (v : n → ℂ) :
    weight v = weight (D *ᵥ v) + weight ((1 - D) *ᵥ v) := by
  have h0 : D * (1 - D) = 0 := by rw [mul_sub, mul_one, hDD, sub_self]
  have h1 : star (D *ᵥ v) ⬝ᵥ ((1 - D) *ᵥ v) = 0 := by
    rw [Matrix.star_mulVec, ← Matrix.dotProduct_mulVec, hD.eq, Matrix.mulVec_mulVec, h0,
      Matrix.zero_mulVec, dotProduct_zero]
  rw [← weight_add_of_orthogonal _ _ h1, ← Matrix.add_mulVec, add_sub_cancel,
    Matrix.one_mulVec]
```

## (e) The loss occurs inside

Show that $\|DRv\|^2=\|Dv\|^2-\|C^\dagger v\|^2$.

**Solution.** The adjoint of $DC=C$ is $C^\dagger D=C^\dagger$. Therefore
$$DRv=Dv-CC^\dagger v=Dv-CC^\dagger Dv=R(Dv),$$
which is `h2`. Now apply (c) to $Dv$ and use $C^\dagger Dv=C^\dagger v$.

```lean
/-- If orthonormal core orbitals lie inside the region of `D`, removing them lowers the weight
inside that region by the full core weight. -/
theorem weight_inside_removeCore [DecidableEq m] (D : Matrix n n ℂ) (C : Matrix n m ℂ)
    (hD : D.IsHermitian) (hDC : D * C = C) (hC : Cᴴ * C = 1) (v : n → ℂ) :
    weight (D *ᵥ removeCore C v) = weight (D *ᵥ v) - weight (Cᴴ *ᵥ v) := by
  have hCD : Cᴴ * D = Cᴴ := by
    have h := congrArg Matrix.conjTranspose hDC
    rwa [Matrix.conjTranspose_mul, hD.eq] at h
  have h1 : Cᴴ *ᵥ (D *ᵥ v) = Cᴴ *ᵥ v := by rw [Matrix.mulVec_mulVec, hCD]
  -- restriction to the region commutes with removal of the core
  have h2 : D *ᵥ removeCore C v = removeCore C (D *ᵥ v) := by
    rw [removeCore, removeCore, h1, Matrix.mulVec_sub,
      Matrix.mulVec_mulVec (Cᴴ *ᵥ v) D C, hDC]
  rw [h2, (removeCore_spec C hC _).2, h1]
```

## (f) The effect of normalisation

For any square matrix $A$, show that $(1-w)\|A\psi\|^2=\|AR\varphi\|^2$.

**Solution.** $A\psi=AR\varphi/\sqrt{1-w}$, and the prefactor squares to $1/(1-w)$ because $w<1$.

```lean
/-- The rescaling in `valence` multiplies the weight seen through any operator `A` by `1 / (1 - w)`,
with `w < 1` the core weight of `φ`; this is written here without division. -/
theorem weight_valence (A : Matrix n n ℂ) (C : Matrix n m ℂ) (φ : n → ℂ)
    (hw : weight (Cᴴ *ᵥ φ) < 1) :
    (1 - weight (Cᴴ *ᵥ φ)) * weight (A *ᵥ valence C φ) = weight (A *ᵥ removeCore C φ) := by
  have hs : ∀ (c : ℝ) (v : n → ℂ), weight ((c : ℂ) • v) = c ^ 2 * weight v := by
    intro c v
    simp [weight, mul_pow, Finset.mul_sum]
  have hpos : 0 < 1 - weight (Cᴴ *ᵥ φ) := by linarith
  rw [valence, Matrix.mulVec_smul, hs, div_pow, one_pow, Real.sq_sqrt hpos.le,
    ← mul_assoc, mul_one_div_cancel hpos.ne', one_mul]
```

## (g) Depth of the hole

Show that
$$\|D\varphi\|^2-\|D\psi\|^2=\frac{w}{1-w}\,\|(1-D)\varphi\|^2.$$

**Solution.** By (f) with $A=D$ and (e), $\|D\psi\|^2=(\|D\varphi\|^2-w)/(1-w)$. The difference is therefore $w(1-\|D\varphi\|^2)/(1-w)$, and (d) gives $1-\|D\varphi\|^2=\|(1-D)\varphi\|^2$. After clearing the denominator, `linear_combination` combines the same equations.

```lean
/-- Depth of the orthogonalisation hole: the weight lost inside the core region is `w / (1 - w)`
times the weight of `φ` outside it. -/
theorem hole_depth [DecidableEq n] [DecidableEq m] (D : Matrix n n ℂ) (C : Matrix n m ℂ)
    (φ : n → ℂ) (hD : D.IsHermitian) (hDD : D * D = D) (hDC : D * C = C) (hC : Cᴴ * C = 1)
    (hφ : weight φ = 1) (hw : weight (Cᴴ *ᵥ φ) < 1) :
    weight (D *ᵥ φ) - weight (D *ᵥ valence C φ) =
      weight (Cᴴ *ᵥ φ) / (1 - weight (Cᴴ *ᵥ φ)) * weight ((1 - D) *ᵥ φ) := by
  have hne : 1 - weight (Cᴴ *ᵥ φ) ≠ 0 := by linarith
  have h1 := weight_valence D C φ hw
  have h2 := weight_inside_removeCore D C hD hDC hC φ
  have h3 := weight_inside_add_outside D hD hDD φ
  rw [div_mul_eq_mul_div, eq_div_iff hne]
  linear_combination -h1 - h2 + weight (Cᴴ *ᵥ φ) * h3 - weight (Cᴴ *ᵥ φ) * hφ
```

## (h) The orthogonalised orbital

Show that $\|\psi\|=1$, $C^\dagger\psi=0$, and
$$(1-D)\psi=\frac{(1-D)\varphi}{\sqrt{1-w}},\qquad \|D\psi\|^2\le\|D\varphi\|^2.$$

**Solution.** By (f) with $A=1$ and (c), $(1-w)\|\psi\|^2=\|R\varphi\|^2=1-w$; divide by $1-w$. Orthogonality is (c), rescaled. Since $(1-D)C=C-C=0$, we have $(1-D)R\varphi=(1-D)\varphi$, which gives the third claim. The right side of (g) is non-negative, which gives the fourth; taking roots gives $\|D\psi\|\le\|D\varphi\|$.

In a Phillips–Kleinman picture with a finite basis and a strictly confined core, a unit-normalised smooth orbital $\varphi$ thus has the valence orbital's shape outside the core region, with an amplitude there that is $\sqrt{1-w}$ times the valence orbital's.

```lean
/-- Orthogonalisation hole: the core-orthogonalised orbital is normalised and orthogonal to the
core, equals `φ / √(1 - w)` outside the core region, and has no more weight inside it than `φ`. -/
theorem orthogonalisation_hole [DecidableEq n] [DecidableEq m] (D : Matrix n n ℂ)
    (C : Matrix n m ℂ) (φ : n → ℂ) (hD : D.IsHermitian) (hDD : D * D = D) (hDC : D * C = C)
    (hC : Cᴴ * C = 1) (hφ : weight φ = 1) (hw : weight (Cᴴ *ᵥ φ) < 1) :
    weight (valence C φ) = 1 ∧ Cᴴ *ᵥ valence C φ = 0 ∧
      (1 - D) *ᵥ valence C φ =
        ((1 / √(1 - weight (Cᴴ *ᵥ φ)) : ℝ) : ℂ) • ((1 - D) *ᵥ φ) ∧
      weight (D *ᵥ valence C φ) ≤ weight (D *ᵥ φ) := by
  have hpos : 0 < 1 - weight (Cᴴ *ᵥ φ) := by linarith
  obtain ⟨h1, h2⟩ := removeCore_spec C hC φ
  refine ⟨?_, ?_, ?_, ?_⟩
  · have h := weight_valence 1 C φ hw
    rw [Matrix.one_mulVec, Matrix.one_mulVec, h2, hφ] at h
    exact mul_left_cancel₀ hpos.ne' (by rw [h, mul_one])
  · rw [valence, Matrix.mulVec_smul, h1, smul_zero]
  · -- the core orbitals vanish outside the region
    have h0 : (1 - D) * C = 0 := by rw [Matrix.sub_mul, Matrix.one_mul, hDC, sub_self]
    rw [valence, Matrix.mulVec_smul, removeCore, Matrix.mulVec_sub,
      Matrix.mulVec_mulVec (Cᴴ *ᵥ φ) (1 - D) C, h0, Matrix.zero_mulVec, sub_zero]
  · have h := hole_depth D C φ hD hDD hDC hC hφ hw
    have hw0 : 0 ≤ weight (Cᴴ *ᵥ φ) := Finset.sum_nonneg fun _ _ => sq_nonneg _
    have ht0 : 0 ≤ weight ((1 - D) *ᵥ φ) := Finset.sum_nonneg fun _ _ => sq_nonneg _
    have h3 := mul_nonneg (div_nonneg hw0 hpos.le) ht0
    linarith
```

## (i) When there is no hole

Show that $\|D\psi\|^2=\|D\varphi\|^2$ exactly when $C^\dagger\varphi=0$ or $(1-D)\varphi=0$.

**Solution.** The product in (g) vanishes exactly when $w=0$ or $\|(1-D)\varphi\|^2=0$. A sum of squares is zero only if every component is (`hz`, `ht`).

```lean
/-- The weight inside the core region is unchanged exactly when `φ` is already orthogonal to the
core or has no part outside the region. -/
theorem no_hole_iff [DecidableEq n] [DecidableEq m] (D : Matrix n n ℂ) (C : Matrix n m ℂ)
    (φ : n → ℂ) (hD : D.IsHermitian) (hDD : D * D = D) (hDC : D * C = C) (hC : Cᴴ * C = 1)
    (hφ : weight φ = 1) (hw : weight (Cᴴ *ᵥ φ) < 1) :
    weight (D *ᵥ valence C φ) = weight (D *ᵥ φ) ↔ Cᴴ *ᵥ φ = 0 ∨ (1 - D) *ᵥ φ = 0 := by
  have hne : 1 - weight (Cᴴ *ᵥ φ) ≠ 0 := by linarith
  have hz : weight (Cᴴ *ᵥ φ) = 0 ↔ Cᴴ *ᵥ φ = 0 := by
    rw [weight, Finset.sum_eq_zero_iff_of_nonneg (fun _ _ => sq_nonneg _)]
    simp [funext_iff]
  have ht : weight ((1 - D) *ᵥ φ) = 0 ↔ (1 - D) *ᵥ φ = 0 := by
    rw [weight, Finset.sum_eq_zero_iff_of_nonneg (fun _ _ => sq_nonneg _)]
    simp [funext_iff]
  have h := hole_depth D C φ hD hDD hDC hC hφ hw
  rw [← hz, ← ht]
  constructor
  · intro he
    rw [he, sub_self] at h
    rcases mul_eq_zero.mp h.symm with h0 | h0
    · exact Or.inl ((div_eq_zero_iff.mp h0).resolve_right hne)
    · exact Or.inr h0
  · rintro (h0 | h0)
    · rw [h0] at h
      simp only [zero_div, zero_mul] at h
      linarith
    · rw [h0, mul_zero] at h
      linarith
```

## (j) Three basis functions

Let $D=\mathrm{diag}(1,1,0)$, $C=(1,0,0)^T$ and $\varphi=(2/3,1/3,2/3)$. Verify the conditions and show that $w=4/9$.

**Solution.** $D$ is real and diagonal with entries $0$ and $1$, so $D^\dagger=D=D^2$. It fixes the unit column $C$. Also $\|\varphi\|^2=4/9+1/9+4/9=1$ and $C^\dagger\varphi=2/3$. Here $\psi=(0,1,2)/\sqrt5$, so the inside weight falls from $5/9$ to $1/5$ without vanishing. The weight on the second basis function alone rises, from $1/9$ to $1/5$.

```lean
/-- A region of two basis functions out of three. -/
def regionEx : Matrix (Fin 3) (Fin 3) ℂ := !![1, 0, 0; 0, 1, 0; 0, 0, 0]

/-- A single core orbital on the first basis function. -/
def coreEx : Matrix (Fin 3) (Fin 1) ℂ := !![1; 0; 0]

/-- An orbital spread over all three basis functions. -/
def orbitalEx : Fin 3 → ℂ := ![2 / 3, 1 / 3, 2 / 3]

/-- The three-function example meets all the hypotheses, with core weight `4 / 9`. -/
theorem orthogonalisation_hole_witness :
    regionEx.IsHermitian ∧ regionEx * regionEx = regionEx ∧ regionEx * coreEx = coreEx ∧
      coreExᴴ * coreEx = 1 ∧ weight orbitalEx = 1 ∧ weight (coreExᴴ *ᵥ orbitalEx) = 4 / 9 := by
  refine ⟨?_, ?_, ?_, ?_, ?_, ?_⟩
  · show regionExᴴ = regionEx
    ext i j
    fin_cases i <;> fin_cases j <;> simp [regionEx]
  · ext i j
    fin_cases i <;> fin_cases j <;> simp [regionEx, Matrix.mul_apply, Fin.sum_univ_succ]
  · ext i j
    fin_cases i <;> fin_cases j <;>
      simp [regionEx, coreEx, Matrix.mul_apply, Fin.sum_univ_succ]
  · ext i j
    fin_cases i
    fin_cases j
    simp [coreEx, Matrix.mul_apply, Fin.sum_univ_succ]
  · norm_num [weight, orbitalEx, Fin.sum_univ_succ]
  · norm_num [weight, coreEx, orbitalEx, Matrix.mulVec, dotProduct, Fin.sum_univ_succ]

end

end OrthogonalisationHole
```

```lean
#print axioms OrthogonalisationHole.orthogonalisation_hole
#print axioms OrthogonalisationHole.no_hole_iff
```

```
'OrthogonalisationHole.orthogonalisation_hole' depends on axioms: [propext, Classical.choice, Quot.sound]
'OrthogonalisationHole.no_hole_iff' depends on axioms: [propext, Classical.choice, Quot.sound]
```

## The core as a projection on a Hilbert space

The core could also enter as an orthogonal projection $P$ on a Hilbert space, with $DP=P$ and $w=\|P\varphi\|^2$. That version would admit regions of real space and infinitely many basis functions, but the core coefficients $C^\dagger\varphi$ would no longer appear in the statement.
